# The operator norm of a complex Clifford vector built from Hermitian anticommuting involutions

A two-level system with balanced gain and loss can be modelled by a traceless non-Hermitian Hamiltonian

A = Σ_j (x_j + i y_j) σ_j,

with real vectors x and y and the Pauli matrices σ_j. How long can Aψ be for a normalised state ψ? The eigenvalues do not settle it. With z = x + i y and z·z = Σ_j z_j², one has A² = (z·z) 1, and reading the norm off as √|z·z| is in general a mistake: σ₁ + iσ₂ squares to zero but has norm 2. For any finite family of Hermitian, pairwise anticommuting matrices e_j with e_j² = 1 on a non-zero finite-dimensional space, the norm of A = Σ_j (x_j + i y_j) e_j is given by

‖A‖² = x·x + y·y + 2√((x·x)(y·y) − (x·y)²).

## The model and the statement

The opened scope `Matrix.Norms.L2Operator` makes `‖·‖` the operator norm for the Euclidean length of state vectors.

In Lean 4 with Mathlib:

```lean
import Mathlib

open Matrix Complex
open scoped Matrix.Norms.L2Operator ComplexOrder

namespace ComplexCliffordVector

noncomputable section

variable {ι n : Type*} [Fintype ι] [Fintype n] [DecidableEq n]
```

`IsCliffordFrame e` collects three hypotheses on the matrices, each examined below. The index type `ι` labels the components of the vectors, and `n` labels the basis states.

```lean
/-- A family of Hermitian, pairwise anticommuting involutions. -/
structure IsCliffordFrame (e : ι → Matrix n n ℂ) : Prop where
  herm : ∀ j, (e j)ᴴ = e j
  sq : ∀ j, e j * e j = 1
  anti : ∀ j k, j ≠ k → e j * e k + e k * e j = 0
```

`slash e z` is Σ_j z_j e_j. For real vectors, write X = Σ_j x_j e_j and Y = Σ_j y_j e_j; both are instances of `realSlash`.

```lean
/-- The contraction of a complex vector with the matrices `e j`. -/
def slash (e : ι → Matrix n n ℂ) (z : ι → ℂ) : Matrix n n ℂ := ∑ j, z j • e j

/-- The contraction of a real vector with the matrices `e j`. -/
def realSlash (e : ι → Matrix n n ℂ) (x : ι → ℝ) : Matrix n n ℂ :=
  slash e (fun j => (x j : ℂ))
```

The proof also uses K = i(XY − YX) and gram = (x·x)(y·y) − (x·y)², the squared area of the parallelogram spanned by x and y.

```lean
/-- The commutator of two real Clifford vectors, multiplied by `i`. -/
def bivector (e : ι → Matrix n n ℂ) (x y : ι → ℝ) : Matrix n n ℂ :=
  I • (realSlash e x * realSlash e y - realSlash e y * realSlash e x)

/-- The Gram determinant of two real vectors. -/
def gram (x y : ι → ℝ) : ℝ := (x ⬝ᵥ x) * (y ⬝ᵥ y) - (x ⬝ᵥ y) ^ 2
```

The main theorem, `norm_sq_slash`, says that for every such frame on a non-empty `n`, and all real `x` and `y`, the displayed norm formula holds. The signature is Euclidean: Dirac's α_j and β fit, whereas gamma matrices that square to −1 do not fit as they stand.

## Anticommutation and unit squares

Physically, a Hermitian e_j with unit square is an observable whose only possible values are 1 and −1 (one of them may be absent), and different directions anticommute. By hand,

XY + YX = Σ_jk x_j y_k (e_j e_k + e_k e_j) = 2(x·y) 1,

because only j = k survives. Setting y = x gives X² = (x·x) 1.

The first theorem proves this for complex coefficients by expanding both products into double sums and collapsing them to the diagonal. The two lemmas after it specialise to real vectors.

```lean
/-- The anticommutator of two Clifford vectors is twice their bilinear dot product. -/
theorem slash_anticommutator {e : ι → Matrix n n ℂ} (he : IsCliffordFrame e) (z w : ι → ℂ) :
    slash e z * slash e w + slash e w * slash e z = (2 * (z ⬝ᵥ w)) • 1 := by
  classical
  have key : ∀ j k, e j * e k + e k * e j = if j = k then (2 : ℂ) • 1 else 0 := by
    intro j k
    split_ifs with h
    · subst h
      rw [he.sq, two_smul]
    · exact he.anti j k h
  have h1 : slash e z * slash e w = ∑ j, ∑ k, (z j * w k) • (e j * e k) := by
    simp only [slash, Finset.sum_mul_sum, smul_mul_smul_comm]
  have h2 : slash e w * slash e z = ∑ j, ∑ k, (z j * w k) • (e k * e j) := by
    rw [Finset.sum_comm]
    simp only [slash, Finset.sum_mul_sum, smul_mul_smul_comm]
    refine Finset.sum_congr rfl fun k _ => Finset.sum_congr rfl fun j _ => ?_
    rw [mul_comm (w k)]
  rw [h1, h2]
  simp only [← Finset.sum_add_distrib, ← smul_add, key]
  -- only the diagonal terms survive
  simp only [smul_ite, smul_zero, Finset.sum_ite_eq, Finset.mem_univ, if_true]
  rw [dotProduct, Finset.mul_sum, Finset.sum_smul]
  refine Finset.sum_congr rfl fun j _ => ?_
  rw [smul_smul]
  congr 1
  ring

lemma realSlash_anticommutator {e : ι → Matrix n n ℂ} (he : IsCliffordFrame e) (x y : ι → ℝ) :
    realSlash e x * realSlash e y + realSlash e y * realSlash e x
      = (2 * ((x ⬝ᵥ y : ℝ) : ℂ)) • 1 := by
  have h : ((x ⬝ᵥ y : ℝ) : ℂ) = (fun j => (x j : ℂ)) ⬝ᵥ (fun j => (y j : ℂ)) := by
    simp [dotProduct]
  rw [h]
  exact slash_anticommutator he _ _

lemma realSlash_sq {e : ι → Matrix n n ℂ} (he : IsCliffordFrame e) (x : ι → ℝ) :
    realSlash e x * realSlash e x = ((x ⬝ᵥ x : ℝ) : ℂ) • 1 := by
  have h := realSlash_anticommutator he x x
  linear_combination (norm := module) (1 / 2 : ℂ) • h
```

Without anticommutation the formula fails: take e₁ = e₂ = 1 on ℂ¹, x = (1, 1), y = 0. The squared norm is 4, but the formula gives 2. Without unit squares, e₁ = 2 on ℂ¹ with x = 1, y = 0 gives 4 instead of 1.

## Hermitian generators

Hermiticity makes X and Y observables, so that A† = X − iY. It also gives (XY)† = YX, hence

K† = −i(YX − XY) = K.

```lean
lemma realSlash_herm {e : ι → Matrix n n ℂ} (he : IsCliffordFrame e) (x : ι → ℝ) :
    (realSlash e x)ᴴ = realSlash e x := by
  simp [realSlash, slash, conjTranspose_sum, conjTranspose_smul, he.herm]

lemma bivector_herm {e : ι → Matrix n n ℂ} (he : IsCliffordFrame e) (x y : ι → ℝ) :
    (bivector e x y)ᴴ = bivector e x y := by
  have hI : star I = -I := Complex.conj_I
  rw [bivector, conjTranspose_smul, conjTranspose_sub, conjTranspose_mul, conjTranspose_mul,
    realSlash_herm he, realSlash_herm he, hI]
  module
```

The square of K needs only the relations of the previous heading. Put a = x·x, b = y·y, c = x·y. Since YX = 2c − XY,

K = 2i(XY − c),
XYXY = X(2c − XY)Y = 2c XY − ab,
K² = −4(XYXY − 2c XY + c²) = 4(ab − c²) = 4 gram.

The proof makes the same exchange of inner factors in its `calc` block; `module` collects the terms.

```lean
/-- The square of the bivector is four times the Gram determinant. -/
theorem bivector_sq {e : ι → Matrix n n ℂ} (he : IsCliffordFrame e) (x y : ι → ℝ) :
    bivector e x y * bivector e x y = ((4 * gram x y : ℝ) : ℂ) • 1 := by
  have hX := realSlash_sq he x
  have hY := realSlash_sq he y
  have hYX := eq_sub_of_add_eq' (realSlash_anticommutator he x y)
  unfold bivector gram
  push_cast
  generalize realSlash e x = X at *
  generalize realSlash e y = Y at *
  generalize ((x ⬝ᵥ x : ℝ) : ℂ) = a at *
  generalize ((y ⬝ᵥ y : ℝ) : ℂ) = b at *
  generalize ((x ⬝ᵥ y : ℝ) : ℂ) = c at *
  -- move the inner factors past each other
  have h : X * Y * (X * Y) = (2 * c) • (X * Y) - (a * b) • 1 := by
    calc X * Y * (X * Y) = X * (Y * X) * Y := by simp only [mul_assoc]
      _ = (2 * c) • (X * Y) - (X * X) * (Y * Y) := by
        rw [hYX]
        simp only [mul_sub, sub_mul, mul_smul_comm, smul_mul_assoc, mul_one, mul_assoc]
      _ = _ := by rw [hX, hY, smul_mul_smul_comm, one_mul]
  rw [hYX, smul_mul_smul_comm, I_mul_I]
  generalize X * Y = P at *
  simp only [sub_mul, mul_sub, smul_mul_assoc, mul_smul_comm, one_mul, mul_one, h]
  module
```

Hermiticity returns in the products with the adjoint. With r = x·x + y·y,

A†A = (X − iY)(X + iY) = X² + Y² + i(XY − YX) = r + K,
AA† = (X + iY)(X − iY) = r − K.

`slash_split` separates A into X + iY, and `adjoint_products` performs the expansion.

```lean
omit [Fintype n] [DecidableEq n] in
lemma slash_split (e : ι → Matrix n n ℂ) (x y : ι → ℝ) :
    slash e (fun j => x j + I * y j) = realSlash e x + I • realSlash e y := by
  simp only [realSlash, slash, add_smul, mul_smul, Finset.sum_add_distrib, Finset.smul_sum]

/-- The two products of a complex Clifford vector with its adjoint are
`x·x + y·y` plus and minus the bivector. -/
theorem adjoint_products {e : ι → Matrix n n ℂ} (he : IsCliffordFrame e) (x y : ι → ℝ) :
    let A := slash e (fun j => x j + I * y j)
    Aᴴ * A = ((x ⬝ᵥ x + y ⬝ᵥ y : ℝ) : ℂ) • 1 + bivector e x y ∧
    A * Aᴴ = ((x ⬝ᵥ x + y ⬝ᵥ y : ℝ) : ℂ) • 1 - bivector e x y := by
  intro A
  have hI : star I = -I := Complex.conj_I
  have hA : A = realSlash e x + I • realSlash e y := slash_split e x y
  have hs : Aᴴ = realSlash e x - I • realSlash e y := by
    rw [hA, conjTranspose_add, conjTranspose_smul, realSlash_herm he, realSlash_herm he, hI]
    module
  have hII : ∀ M : Matrix n n ℂ, I • I • M = -M := fun M => by
    rw [smul_smul, I_mul_I, neg_one_smul]
  rw [hs, hA, bivector]
  push_cast
  constructor <;>
  · simp only [sub_mul, mul_sub, add_mul, mul_add, smul_mul_assoc, mul_smul_comm, smul_add,
      smul_sub, hII, realSlash_sq he]
    module
```

Without Hermiticity, take the single matrix e₁ with rows (1, 1) and (0, −1). It squares to 1, yet for x = 1, y = 0 the squared norm is (3 + √5)/2, not 1.

## Real x and y

The vectors x and y are the real and imaginary parts of the couplings, and the types `ι → ℝ` enforce this. Reality was used in A† = X − iY; it also gives gram ≥ 0 by Cauchy–Schwarz, so the square root is an ordinary one.

```lean
lemma gram_nonneg (x y : ι → ℝ) : 0 ≤ gram x y := by
  have h := Finset.sum_mul_sq_le_sq_mul_sq Finset.univ x y
  simp only [pow_two] at h
  simp only [gram, dotProduct, pow_two]
  linarith
```

If complex x and y were inserted with the same unconjugated dot product, the formula would fail: for e₁ = 1, x = i, y = 1, the coefficient is 2i and the squared norm is 4, while the right-hand side is 0.

## A non-zero state space

`Nonempty n` says that there is at least one basis state, so that ‖1‖ = 1. Put s = 2√gram, so K² = s² 1. Then

‖K‖² = ‖K†K‖ = s²,

so ‖K‖ = s and ‖r + K‖ ≤ r + s. For equality, +s must occur in the spectrum of K, which is where the trace enters: K is a multiple of a commutator, so tr K = 0.

If K + s ≠ 0, put P = K + s; then KP = s² + sK = sP. If K + s = 0, the trace gives s dim = 0, so s = 0 and K = 0, and P = 1 works. In both cases (r + K)P = (r + s)P, hence

(r + s)‖P‖ ≤ ‖r + K‖ ‖P‖,

and dividing by ‖P‖ > 0 gives the lower bound. `norm_shift` follows this argument, with `by_cases` for the two choices of P.

```lean
/-- On a non-zero space, a traceless Hermitian matrix `K` with `K² = s²` and `s ≥ 0`, shifted by `r
≥ 0` times the identity, has norm `r + s`. -/
theorem norm_shift [Nonempty n] {K : Matrix n n ℂ} {r s : ℝ} (hr : 0 ≤ r) (hs : 0 ≤ s)
    (hK : Kᴴ = K) (ht : K.trace = 0) (hKK : K * K = ((s ^ 2 : ℝ) : ℂ) • 1) :
    ‖(r : ℂ) • (1 : Matrix n n ℂ) + K‖ = r + s := by
  have h1 : ‖(1 : Matrix n n ℂ)‖ = 1 := CStarRing.norm_one
  have hn : ‖K‖ = s := by
    have h := Matrix.l2_opNorm_conjTranspose_mul_self K
    rw [hK, hKK, norm_smul, h1, Complex.norm_real, Real.norm_of_nonneg (sq_nonneg s)] at h
    nlinarith [norm_nonneg K]
  -- tracelessness forces the value `s` to occur in the spectrum of `K`
  obtain ⟨P, hP, hKP⟩ : ∃ P : Matrix n n ℂ, P ≠ 0 ∧ K * P = (s : ℂ) • P := by
    by_cases h : K + (s : ℂ) • 1 = 0
    · have h' := congrArg Matrix.trace h
      rw [trace_add, ht, trace_smul, trace_one, trace_zero, zero_add, smul_eq_mul] at h'
      have hc : (Fintype.card n : ℂ) ≠ 0 := Nat.cast_ne_zero.mpr Fintype.card_ne_zero
      have h0 : (s : ℂ) = 0 := (mul_eq_zero.mp h').resolve_right hc
      rw [h0, zero_smul, add_zero] at h
      exact ⟨1, one_ne_zero, by rw [h, h0, zero_mul, zero_smul]⟩
    · refine ⟨_, h, ?_⟩
      rw [mul_add, hKK, mul_smul_comm, mul_one]
      push_cast
      module
  apply le_antisymm
  · calc _ ≤ ‖(r : ℂ) • (1 : Matrix n n ℂ)‖ + ‖K‖ := norm_add_le _ _
      _ = r + s := by
        rw [norm_smul, h1, hn, Complex.norm_real, Real.norm_of_nonneg hr, mul_one]
  · have h : ((r : ℂ) • 1 + K) * P = ((r + s : ℝ) : ℂ) • P := by
      rw [add_mul, smul_mul_assoc, one_mul, hKP]
      push_cast
      module
    have hle := norm_mul_le ((r : ℂ) • 1 + K) P
    rw [h, norm_smul, Complex.norm_real, Real.norm_of_nonneg (add_nonneg hr hs)] at hle
    exact le_of_mul_le_mul_right hle (norm_pos_iff.mpr hP)
```

Finally ‖A‖² = ‖A†A‖ = ‖r + K‖ = r + s, which the main theorem assembles.

```lean
/-- The squared operator norm of the complex Clifford vector with real part `x` and
imaginary part `y`, in terms of the dot products of `x` and `y`. -/
theorem norm_sq_slash [Nonempty n] {e : ι → Matrix n n ℂ} (he : IsCliffordFrame e)
    (x y : ι → ℝ) :
    ‖slash e (fun j => x j + I * y j)‖ ^ 2 =
      x ⬝ᵥ x + y ⬝ᵥ y + 2 * √((x ⬝ᵥ x) * (y ⬝ᵥ y) - (x ⬝ᵥ y) ^ 2) := by
  have hpos : ∀ v : ι → ℝ, 0 ≤ v ⬝ᵥ v := fun v =>
    Finset.sum_nonneg fun j _ => mul_self_nonneg (v j)
  have ht : (bivector e x y).trace = 0 := by
    rw [bivector, trace_smul, trace_sub, trace_mul_comm (realSlash e x), sub_self, smul_zero]
  have hsq : (2 * √(gram x y)) ^ 2 = 4 * gram x y := by
    rw [mul_pow, Real.sq_sqrt (gram_nonneg x y)]
    norm_num
  have hKK : bivector e x y * bivector e x y = (((2 * √(gram x y)) ^ 2 : ℝ) : ℂ) • 1 := by
    rw [hsq]
    exact bivector_sq he x y
  rw [pow_two, ← Matrix.l2_opNorm_conjTranspose_mul_self, (adjoint_products he x y).1]
  exact norm_shift (add_nonneg (hpos x) (hpos y)) (by positivity) (bivector_herm he x y) ht hKK
```

On the zero-dimensional space all the matrix relations hold trivially and every norm is 0, but one generator with x = 1, y = 0 would require 1.

## When A is normal

Subtracting the two adjoint products gives A†A − AA† = 2K. If K = 0, then 4 gram · 1 = K² = 0, so gram = 0. Conversely, gram = 0 gives K†K = K² = 0, hence K = 0. So A commutes with its adjoint exactly when the parallelogram has zero area.

```lean
/-- On a non-zero space, a complex Clifford vector commutes with its adjoint exactly when the Gram
determinant of its real and imaginary parts vanishes. -/
theorem normal_iff_gram_eq_zero [Nonempty n] {e : ι → Matrix n n ℂ} (he : IsCliffordFrame e)
    (x y : ι → ℝ) :
    let A := slash e (fun j => x j + I * y j)
    Aᴴ * A = A * Aᴴ ↔ gram x y = 0 := by
  intro A
  have hK := bivector_sq he x y
  rw [(adjoint_products he x y).1, (adjoint_products he x y).2]
  constructor
  · intro h
    have h0 : bivector e x y = 0 := by
      linear_combination (norm := module) (1 / 2 : ℂ) • h
    rw [h0, zero_mul] at hK
    have h4 := (smul_eq_zero.mp hK.symm).resolve_right one_ne_zero
    have h5 : 4 * gram x y = 0 := Complex.ofReal_eq_zero.mp h4
    linarith
  · intro h
    -- a Hermitian matrix with zero square vanishes
    have h0 : bivector e x y = 0 := by
      apply Matrix.conjTranspose_mul_self_eq_zero.mp
      rw [bivector_herm he, hK, h, mul_zero, Complex.ofReal_zero, zero_smul]
    rw [h0, add_zero, sub_zero]
```

## The Pauli matrices satisfy the relations

An entry-by-entry check shows that the three Pauli matrices form a frame, so the theorem applies to the two-level Hamiltonian. For σ₁ + iσ₂ it gives 1 + 1 + 2 = 4, the square of the norm 2 found above.

```lean
/-- The three Pauli matrices. -/
def pauli : Fin 3 → Matrix (Fin 2) (Fin 2) ℂ :=
  ![!![0, 1; 1, 0], !![0, -I; I, 0], !![1, 0; 0, -1]]

/-- The Pauli matrices are Hermitian, pairwise anticommuting involutions. -/
theorem pauli_witness : IsCliffordFrame pauli := by
  refine ⟨fun j => ?_, fun j => ?_, fun j k h => ?_⟩
  · fin_cases j <;> ext a b <;> fin_cases a <;> fin_cases b <;> simp [pauli]
  · fin_cases j <;> ext a b <;> fin_cases a <;> fin_cases b <;>
      simp [pauli, Matrix.mul_apply, Fin.sum_univ_succ]
  · fin_cases j <;> fin_cases k <;> first
      | exact absurd rfl h
      | (ext a b; fin_cases a <;> fin_cases b <;>
          simp [pauli])

end

end ComplexCliffordVector
```

```lean
#print axioms ComplexCliffordVector.norm_sq_slash
#print axioms ComplexCliffordVector.normal_iff_gram_eq_zero
```

```
'ComplexCliffordVector.norm_sq_slash' depends on axioms: [propext, Classical.choice, Quot.sound]
'ComplexCliffordVector.normal_iff_gram_eq_zero' depends on axioms: [propext, Classical.choice, Quot.sound]
```
